# For the orbital exp(−Zr), the two forms of ⟨p⁴⟩ differ by a nuclear contact term 8Z⁴

Take a hydrogen-like 1s electron, apply the Laplacian twice to its orbital, multiply by the orbital and integrate over $r>0$. The mass–velocity energy obtained in this way has the wrong sign. In atomic units the mass–velocity operator of the Pauli Hamiltonian is $-\alpha^2p^4/8$, with $\alpha$ the fine-structure constant and $p^2=-\nabla^2$. The recipe gives $+3\alpha^2Z^4/8$ for nuclear charge $Z$, although $p^4$ is a square and its average should be positive. Letting one Laplacian act on each factor gives $-5\alpha^2Z^4/8$. The discrepancy comes from a boundary term at the nucleus.

## Two averages and the flux between them

Let $\psi(r)=e^{-Zr}$ with $Z>0$. On a function $f$ of $r$ alone, the Laplacian is $Lf=(rf)''/r$ for $r>0$. The normalised orbital is $\sqrt{Z^3/\pi}\,\psi$, so averages are integrals with weight $4\pi r^2\cdot Z^3/\pi=4Z^3r^2$:

$$\langle F\rangle=\int_0^\infty 4Z^3r^2F(r)\,dr .$$

The claim is that

$$\langle\psi\,L(L\psi)\rangle=-3Z^4,\qquad \langle(L\psi)^2\rangle=5Z^4,$$

and that the difference $8Z^4$ equals $-4Z^3\,\psi(0)\,\lim_{r\to0^+}rL\psi$.

Suppose $rf=(a+br)e^{-Zr}$. Differentiating once gives $(b-Za-Zbr)e^{-Zr}$, and differentiating again gives

$$rLf=(Z^2a-2Zb+Z^2br)e^{-Zr}.$$

For $f=\psi$ we have $a=0$, $b=1$, hence $rL\psi=(-2Z+Z^2r)e^{-Zr}$. This has the same form, now with $a=-2Z$ and $b=Z^2$, so $rL(L\psi)=(-4Z^3+Z^4r)e^{-Zr}$.

With $\int_0^\infty r^ne^{-2Zr}dr=n!/(2Z)^{n+1}$, the averages are

$$\langle\psi L(L\psi)\rangle=4Z^3\int_0^\infty(-4Z^3r+Z^4r^2)e^{-2Zr}dr=4Z^3\left(-Z+\tfrac Z4\right)=-3Z^4,$$

$$\langle(L\psi)^2\rangle=4Z^3\int_0^\infty(4Z^2-4Z^3r+Z^4r^2)e^{-2Zr}dr=4Z^3\left(2Z-Z+\tfrac Z4\right)=5Z^4.$$

As $r\to0^+$, $rL\psi\to-2Z$. Since $\psi(0)=1$, the contact expression is $-4Z^3\cdot1\cdot(-2Z)=8Z^4$, as claimed.

Integration by parts shows where it comes from. For two radial functions $f$ and $g$, define the flux

$$W=(rg)(rf)'-(rf)(rg)'.$$

The products of first derivatives cancel in $W'$, leaving $W'=r^2(g\,Lf-f\,Lg)$. Suppose that at the nucleus $f$ and $(rf)'$ tend to $f_0$, $rg$ tends to $c$, and $(rg)'$ has a finite limit $d$. Then $W\to cf_0-0\cdot d=f_0c$. If $W$ vanishes at infinity,

$$\int_0^\infty r^2(g\,Lf-f\,Lg)\,dr=-f_0c .$$

For $f=\psi$ and $g=L\psi$ we have $f_0=1$, $c=-2Z$ and $d=3Z^2$. The integral is $2Z$, and the factor $4Z^3$ turns it into $8Z^4$.

## The numbers for Z = 2

For $Z=2$ the weight is $32r^2$, with $rL\psi=(-4+4r)e^{-2r}$ and $rL(L\psi)=(-32+16r)e^{-2r}$. The moments of $e^{-4r}$ for $n=0,1,2$ are $1/4$, $1/16$ and $1/32$. Therefore

$$\langle\psi L(L\psi)\rangle=32\left(-\tfrac{32}{16}+\tfrac{16}{32}\right)=-48,\qquad
\langle(L\psi)^2\rangle=32\left(\tfrac{16}{4}-\tfrac{32}{16}+\tfrac{16}{32}\right)=80.$$

The difference is $128$, and the contact expression gives $-4\cdot8\cdot1\cdot(-4)=128$.

## Orbital, Laplacian and weight in Lean

```lean
import Mathlib

open MeasureTheory Filter Set
open scoped Topology

namespace MassVelocityContact

noncomputable section
```

The function $rf(r)$ is called the reduced function.

```lean
/-- The reduced radial function `r f(r)`. -/
def reduced (f : ℝ → ℝ) (r : ℝ) : ℝ := r * f r
```

The Laplacian is built from Lean's actual derivative `deriv`, so its action on the orbital has to be proved. Applying `radialLaplacian` twice means differentiating the function that the first application produced.

```lean
/-- The radial Laplacian `(r f)'' / r` of an s-type function. -/
def radialLaplacian (f : ℝ → ℝ) (r : ℝ) : ℝ := deriv (deriv (reduced f)) r / r
```

The orbital is left unnormalised, with value 1 at the nucleus.

```lean
/-- The unnormalised exponential orbital `exp(-Z r)`. -/
def orbital (Z r : ℝ) : ℝ := Real.exp (-(Z * r))
```

The normalisation and the angular integration both sit in the weight of `radialAverage`. The set `Ioi 0` is the open half-line $r>0$. Including the point $r=0$ would change nothing, because a single point has measure zero and the integrand is an ordinary function.

```lean
/-- The integral of `F` over `r > 0` with the weight `4 Z³ r²`. -/
def radialAverage (Z : ℝ) (F : ℝ → ℝ) : ℝ := ∫ r in Ioi (0 : ℝ), 4 * Z ^ 3 * r ^ 2 * F r
```

## A Green identity with a contact term

The next theorem is the flux argument for arbitrary real functions `f` and `g`. The hypotheses `hf` to `hg2` ask for two derivatives of the reduced functions away from the nucleus. The four limits at `𝓝[>] 0`, which means approach from the right, describe the behaviour at the nucleus: `f` is finite there, while `g` may diverge like $c/r$. The hypothesis `flux_top` says that no flux escapes to infinity, as for bound states, and `hint` assumes that the integrand is integrable.

```lean
/-- Radial Green identity: under the differentiability, integrability and boundary hypotheses below,
which include a flux vanishing at infinity, the integral of `r² (g L f - f L g)` over `r > 0` is
`-f₀ c`, where `f₀` and `c` are the limits of `f` and `r g` at the nucleus. -/
theorem radial_green {f g : ℝ → ℝ} {f₀ c d : ℝ}
    (hf : ∀ r > 0, DifferentiableAt ℝ (reduced f) r)
    (hf2 : ∀ r > 0, DifferentiableAt ℝ (deriv (reduced f)) r)
    (hg : ∀ r > 0, DifferentiableAt ℝ (reduced g) r)
    (hg2 : ∀ r > 0, DifferentiableAt ℝ (deriv (reduced g)) r)
    (f_zero : Tendsto f (𝓝[>] 0) (𝓝 f₀))
    (df_zero : Tendsto (deriv (reduced f)) (𝓝[>] 0) (𝓝 f₀))
    (g_zero : Tendsto (reduced g) (𝓝[>] 0) (𝓝 c))
    (dg_zero : Tendsto (deriv (reduced g)) (𝓝[>] 0) (𝓝 d))
    (flux_top : Tendsto (fun r => reduced g r * deriv (reduced f) r
      - reduced f r * deriv (reduced g) r) atTop (𝓝 0))
    (hint : IntegrableOn
      (fun r => r ^ 2 * (g r * radialLaplacian f r - f r * radialLaplacian g r)) (Ioi 0)) :
    ∫ r in Ioi (0 : ℝ), r ^ 2 * (g r * radialLaplacian f r - f r * radialLaplacian g r)
      = -(f₀ * c) := by
  let W : ℝ → ℝ := fun r => reduced g r * deriv (reduced f) r
    - reduced f r * deriv (reduced g) r
  -- the integrand is the derivative of the Wronskian flux
  have hW : ∀ r > 0, HasDerivAt W
      (r ^ 2 * (g r * radialLaplacian f r - f r * radialLaplacian g r)) r := by
    intro r hr
    have hr0 : r ≠ 0 := ne_of_gt hr
    refine (((hg r hr).hasDerivAt.fun_mul (hf2 r hr).hasDerivAt).fun_sub
      ((hf r hr).hasDerivAt.fun_mul (hg2 r hr).hasDerivAt)).congr_deriv ?_
    have ef : reduced f r = r * f r := rfl
    have eg : reduced g r = r * g r := rfl
    rw [ef, eg]
    unfold radialLaplacian
    generalize deriv (deriv (reduced f)) r = A
    generalize deriv (deriv (reduced g)) r = B
    field_simp
    ring
  -- the flux has a finite limit at the nucleus
  have hu : Tendsto (reduced f) (𝓝[>] 0) (𝓝 0) := by
    have h : Tendsto (fun s : ℝ => s) (𝓝[>] 0) (𝓝 0) :=
      tendsto_id.mono_left nhdsWithin_le_nhds
    have h2 := h.mul f_zero
    rw [zero_mul] at h2
    exact h2
  have hW0 : Tendsto W (𝓝[>] 0) (𝓝 (c * f₀ - 0 * d)) :=
    (g_zero.mul df_zero).sub (hu.mul dg_zero)
  have hc : ContinuousWithinAt (Function.update W 0 (c * f₀ - 0 * d)) (Ici 0) 0 := by
    rw [continuousWithinAt_update_same, Set.Ici_sdiff_left]
    exact hW0
  have hd : ∀ r ∈ Ioi (0 : ℝ), HasDerivAt (Function.update W 0 (c * f₀ - 0 * d))
      (r ^ 2 * (g r * radialLaplacian f r - f r * radialLaplacian g r)) r := by
    intro r hr
    refine (hW r hr).congr_of_eventuallyEq ?_
    filter_upwards [Ioi_mem_nhds hr] with s hs
    exact Function.update_of_ne (Set.mem_Ioi.1 hs).ne' _ _
  have ht : Tendsto (Function.update W 0 (c * f₀ - 0 * d)) atTop (𝓝 0) := by
    refine flux_top.congr' ?_
    filter_upwards [eventually_gt_atTop (0 : ℝ)] with s hs
    exact (Function.update_of_ne hs.ne' (c * f₀ - 0 * d) W).symm
  rw [integral_Ioi_of_hasDerivAt_of_tendsto hc hd hint ht, Function.update_self]
  ring
```

In the proof, `hW` is the computation of $W'$, and `hW0` is the limit of $W$ at the nucleus. `Function.update` assigns this limit to $W$ at $r=0$, which makes it continuous from the right. The fundamental theorem of calculus on the half-line then gives $0-f_0c$.

## Applying the Laplacian twice

The first lemma is the derivative of $(a+br)e^{-Zr}$, by the product rule.

```lean
/-- The derivative of a linear polynomial times `exp(-Z r)` is again of that form. -/
theorem hasDerivAt_linear_exp (Z a b r : ℝ) :
    HasDerivAt (fun s => (a + b * s) * Real.exp (-(Z * s)))
      (((b - Z * a) + (-(Z * b)) * r) * Real.exp (-(Z * r))) r := by
  have h1 : HasDerivAt (fun s : ℝ => a + b * s) b r :=
    (((hasDerivAt_id' r).const_mul b).const_add a).congr_deriv (by ring)
  have h2 : HasDerivAt (fun s : ℝ => Real.exp (-(Z * s)))
      (Real.exp (-(Z * r)) * (-(Z * 1))) r :=
    ((hasDerivAt_id' r).const_mul Z).fun_neg.exp
  exact (h1.fun_mul h2).congr_deriv (by ring)
```

The second uses it twice. Its hypothesis describes `f` only for $r>0$. This suffices because a derivative at $r>0$ depends only on nearby values, which is what the `=ᶠ[𝓝 s]` statements express.

```lean
/-- If `r f = (a + b r) exp(-Z r)` for `r > 0`, then
`r L f = (Z² a - 2 Z b + Z² b r) exp(-Z r)` there. -/
theorem radialLaplacian_linear_exp {Z a b : ℝ} {f : ℝ → ℝ}
    (hf : ∀ r > 0, r * f r = (a + b * r) * Real.exp (-(Z * r))) {r : ℝ} (hr : 0 < r) :
    r * radialLaplacian f r
      = ((Z ^ 2 * a - 2 * Z * b) + Z ^ 2 * b * r) * Real.exp (-(Z * r)) := by
  have h1 : ∀ s > 0, deriv (reduced f) s
      = ((b - Z * a) + (-(Z * b)) * s) * Real.exp (-(Z * s)) := by
    intro s hs
    have e : reduced f =ᶠ[𝓝 s] fun t => (a + b * t) * Real.exp (-(Z * t)) := by
      filter_upwards [Ioi_mem_nhds hs] with t ht using hf t ht
    rw [e.deriv_eq, (hasDerivAt_linear_exp Z a b s).deriv]
  have e2 : deriv (reduced f) =ᶠ[𝓝 r]
      fun s => ((b - Z * a) + (-(Z * b)) * s) * Real.exp (-(Z * s)) := by
    filter_upwards [Ioi_mem_nhds hr] with t ht using h1 t ht
  unfold radialLaplacian
  rw [mul_div_cancel₀ _ hr.ne', e2.deriv_eq, (hasDerivAt_linear_exp Z _ _ r).deriv]
  ring
```

The orbital is the case $a=0$, $b=1$. The result `h1` of the first application is then the hypothesis for the second.

```lean
/-- On `r > 0` the orbital satisfies `r L ψ = (-2Z + Z² r) ψ` and
`r L(L ψ) = (-4Z³ + Z⁴ r) ψ`. -/
theorem laplacians_orbital (Z : ℝ) {r : ℝ} (hr : 0 < r) :
    r * radialLaplacian (orbital Z) r = (-(2 * Z) + Z ^ 2 * r) * orbital Z r ∧
    r * radialLaplacian (radialLaplacian (orbital Z)) r
      = (-(4 * Z ^ 3) + Z ^ 4 * r) * orbital Z r := by
  have h1 : ∀ s > 0, s * radialLaplacian (orbital Z) s
      = (-(2 * Z) + Z ^ 2 * s) * Real.exp (-(Z * s)) := by
    intro s hs
    rw [radialLaplacian_linear_exp (Z := Z) (a := 0) (b := 1)
      (fun t _ => by unfold orbital; ring) hs]
    ring
  refine ⟨h1 r hr, ?_⟩
  rw [radialLaplacian_linear_exp h1 hr]
  unfold orbital
  ring
```

## Moments of the exponential

The moments $n!/k^{n+1}$ come from Mathlib's Gamma integral.

```lean
/-- The moments of a decaying exponential: `∫ rⁿ exp(-k r) dr = n! / kⁿ⁺¹` over `r > 0`. -/
theorem exp_moment (n : ℕ) {k : ℝ} (hk : 0 < k) :
    ∫ r in Ioi (0 : ℝ), r ^ n * Real.exp (-(k * r)) = (n.factorial : ℝ) / k ^ (n + 1) := by
  have h := Real.integral_rpow_mul_exp_neg_mul_Ioi (a := (n : ℝ) + 1) (r := k)
    (by positivity) hk
  rw [Real.Gamma_nat_eq_factorial, add_sub_cancel_right] at h
  simp only [Real.rpow_natCast] at h
  have e : (n : ℝ) + 1 = ((n + 1 : ℕ) : ℝ) := by push_cast; ring
  rw [h, e, Real.rpow_natCast, one_div, inv_pow, div_eq_inv_mul]
```

To integrate a quadratic polynomial term by term, each term must be integrable. Lean gives a non-integrable function the integral 0, whereas the moments are positive, so integrability follows by contradiction.

```lean
/-- The integral over `r > 0` of a quadratic polynomial times `exp(-k r)`. -/
theorem integral_quadratic_exp (a b c : ℝ) {k : ℝ} (hk : 0 < k) :
    ∫ r in Ioi (0 : ℝ), (a + b * r + c * r ^ 2) * Real.exp (-(k * r))
      = a / k + b / k ^ 2 + 2 * c / k ^ 3 := by
  -- a nonzero integral certifies integrability
  have i : ∀ n : ℕ, Integrable (fun r : ℝ => r ^ n * Real.exp (-(k * r)))
      (volume.restrict (Ioi 0)) := by
    intro n
    by_contra h
    have h1 := exp_moment n hk
    rw [integral_undef h] at h1
    have h2 : 0 < (n.factorial : ℝ) / k ^ (n + 1) :=
      div_pos (by exact_mod_cast n.factorial_pos) (pow_pos hk _)
    linarith
  have h0 := (i 0).const_mul a
  have h1 := (i 1).const_mul b
  have h2 := (i 2).const_mul c
  have h01 : Integrable (fun r : ℝ => a * (r ^ 0 * Real.exp (-(k * r)))
      + b * (r ^ 1 * Real.exp (-(k * r)))) (volume.restrict (Ioi 0)) := h0.add h1
  have e : (fun r : ℝ => (a + b * r + c * r ^ 2) * Real.exp (-(k * r)))
      = fun r => a * (r ^ 0 * Real.exp (-(k * r))) + b * (r ^ 1 * Real.exp (-(k * r)))
        + c * (r ^ 2 * Real.exp (-(k * r))) := by
    funext r
    ring
  rw [e, integral_add h01 h2, integral_add h0 h1, integral_const_mul, integral_const_mul,
    integral_const_mul, exp_moment 0 hk, exp_moment 1 hk, exp_moment 2 hk,
    Nat.factorial_zero, Nat.factorial_one, Nat.factorial_two]
  push_cast
  ring
```

## The averages and the contact term

The final theorem has four parts for every real $Z>0$: the two averages, the limit of $rL\psi$ at the nucleus, and the equality of the difference with the contact expression.

```lean
/-- For the exponential orbital with `Z > 0`, `⟨ψ L(Lψ)⟩ = -3Z⁴` and `⟨(Lψ)²⟩ = 5Z⁴`; their
difference `8Z⁴` is `-4Z³ ψ(0)` times the limit `-2Z` of `r Lψ` at the nucleus. -/
theorem contact_term {Z : ℝ} (hZ : 0 < Z) :
    radialAverage Z (fun r => orbital Z r * radialLaplacian (radialLaplacian (orbital Z)) r)
      = -3 * Z ^ 4 ∧
    radialAverage Z (fun r => radialLaplacian (orbital Z) r ^ 2) = 5 * Z ^ 4 ∧
    Tendsto (fun r => r * radialLaplacian (orbital Z) r) (𝓝[>] 0) (𝓝 (-2 * Z)) ∧
    radialAverage Z (fun r => radialLaplacian (orbital Z) r ^ 2)
      - radialAverage Z
        (fun r => orbital Z r * radialLaplacian (radialLaplacian (orbital Z)) r)
      = -4 * Z ^ 3 * orbital Z 0 * (-2 * Z) := by
  have hk : 0 < 2 * Z := by positivity
  have sq : ∀ r, Real.exp (-(2 * Z * r)) = orbital Z r * orbital Z r := by
    intro r
    unfold orbital
    rw [← Real.exp_add]
    congr 1
    ring
  have A : radialAverage Z
      (fun r => orbital Z r * radialLaplacian (radialLaplacian (orbital Z)) r)
      = -3 * Z ^ 4 := by
    unfold radialAverage
    rw [setIntegral_congr_fun (g := fun r => (0 + (-(16 * Z ^ 6)) * r + 4 * Z ^ 7 * r ^ 2)
      * Real.exp (-(2 * Z * r))) measurableSet_Ioi ?_, integral_quadratic_exp _ _ _ hk]
    · field_simp
      ring
    · intro r hr
      have h := (laplacians_orbital Z (Set.mem_Ioi.1 hr)).2
      beta_reduce
      rw [sq r]
      linear_combination (4 * Z ^ 3 * r * orbital Z r) * h
  have B : radialAverage Z (fun r => radialLaplacian (orbital Z) r ^ 2) = 5 * Z ^ 4 := by
    unfold radialAverage
    rw [setIntegral_congr_fun (g := fun r => (16 * Z ^ 5 + (-(16 * Z ^ 6)) * r
      + 4 * Z ^ 7 * r ^ 2) * Real.exp (-(2 * Z * r))) measurableSet_Ioi ?_,
      integral_quadratic_exp _ _ _ hk]
    · field_simp
      ring
    · intro r hr
      have h := (laplacians_orbital Z (Set.mem_Ioi.1 hr)).1
      beta_reduce
      rw [sq r]
      linear_combination (4 * Z ^ 3 * (r * radialLaplacian (orbital Z) r
        + (-(2 * Z) + Z ^ 2 * r) * orbital Z r)) * h
  refine ⟨A, B, ?_, ?_⟩
  · -- near the nucleus `r Lψ` agrees with a continuous function
    have hc : Continuous (fun r : ℝ => (-(2 * Z) + Z ^ 2 * r) * orbital Z r) := by
      unfold orbital
      fun_prop
    have h := (hc.tendsto' 0 (-2 * Z) (by simp [orbital])).mono_left
      (nhdsWithin_le_nhds (s := Ioi (0 : ℝ)))
    refine h.congr' ?_
    filter_upwards [self_mem_nhdsWithin] with r hr
    exact (laplacians_orbital Z (Set.mem_Ioi.1 hr)).1.symm
  · have h0 : orbital Z 0 = 1 := by simp [orbital]
    rw [A, B, h0]
    ring

end

end MassVelocityContact
```

```lean
#print axioms MassVelocityContact.radial_green
-- 'MassVelocityContact.radial_green' depends on axioms: [propext, Classical.choice, Quot.sound]
#print axioms MassVelocityContact.contact_term
-- 'MassVelocityContact.contact_term' depends on axioms: [propext, Classical.choice, Quot.sound]
```

In `A` and `B`, `setIntegral_congr_fun` replaces the integrand by a quadratic polynomial times $e^{-2Zr}$, and `integral_quadratic_exp` evaluates it. The `linear_combination` steps justify the replacement from the formulas for $rL\psi$ and $rL(L\psi)$; for the square, the multiplier is $4Z^3$ times the sum $x+y$ in $x^2-y^2=(x+y)(x-y)$. The two polynomials differ only in the constant $16Z^5$, whose integral $16Z^5/(2Z)$ is the whole discrepancy. The limit follows because $rL\psi$ agrees for $r>0$ with a function continuous at 0.

The last part is obtained by inserting the computed averages, without calling `radial_green`. The general identity supplies the mechanism, and the direct integrals supply the numbers.

For the first-order mass–velocity correction of one electron in the 1s state of a point nucleus, the practical consequence is to evaluate $\langle p^4\rangle$ as $\langle(L\psi)^2\rangle$, or else to add the contact term. The theorem concerns this one family of orbitals. The prefactor $-\alpha^2/8$, other states, nuclei of finite size and the operator domain of $p^4$ do not enter it.

## The Laplacian as a distribution

The Laplacian could also have been modelled as a distribution on all of $\mathbb R^3$. Since $\nabla^2(1/r)=-4\pi\delta$, the $-2Z/r$ singularity of $L\psi$ would then add $8\pi Z\,\delta$ to the second Laplacian. Paired with $\psi$ and multiplied by the squared normalisation $Z^3/\pi$, this contributes $8Z^4$, and both forms of the average become $5Z^4$. In that model the contact term is part of the operator, at the price of working with distributions. The pointwise definition used here keeps everything an ordinary function and makes the omission visible as a difference of two integrals.
